# The ground-state mean inverse radius and kinetic energy of one electron in a fixed finite basis never fall as the nuclear charge rises

## One electron, two nuclear charges

Fix a finite orthonormal basis for one electron in the field of a nucleus at the origin. In atomic units, let $T$ be the matrix of the kinetic energy and $W$ the matrix of the inverse radius $1/r$. Both are Hermitian, and neither depends on the nuclear charge $Z$, which enters only through

$$H(Z) = T - Z\,W .$$

For a column vector $\psi$ with $\psi^\dagger\psi = 1$, the expectation value of a matrix $A$ is $\langle A\rangle_\psi = \operatorname{Re}\,\psi^\dagger A\psi$. The real part changes nothing when $A$ is Hermitian. A ground state of $H$ is a normalised eigenvector that belongs to the lowest eigenvalue. Degeneracy is allowed, and any unit vector in the lowest eigenspace counts.

Let $0\le Z_1<Z_2$, and let $\psi_1,\psi_2$ be ground states of $H(Z_1),H(Z_2)$ with energies $E_1,E_2$. Write $W_i=\langle W\rangle_{\psi_i}$ and $T_i=\langle T\rangle_{\psi_i}$, so that $E_i=T_i-Z_iW_i$. Then

$$W_1\le W_2,\qquad T_1\le T_2,$$

and if $W_1=W_2$, each of the two states is a ground state of both Hamiltonians.

## Exchanging the trial states

**Ground states as minimisers.** Let $H$ be Hermitian with orthonormal eigenvectors $u_k$ and eigenvalues $\lambda_k$, the lowest being $E$. For a unit vector $\varphi=\sum_k c_ku_k$,

$$\varphi^\dagger H\varphi-E=\sum_k(\lambda_k-E)\,|c_k|^2\ge 0 ,$$

and a ground state reaches the value $E$. Conversely, let a unit vector $\psi=\sum_k c_ku_k$ minimise the energy, with minimum $m$. Each $u_k$ is itself a trial state, so $\lambda_k\ge m$. Since $0=\psi^\dagger(H-m)\psi=\sum_k(\lambda_k-m)|c_k|^2$ has no negative term, $c_k$ vanishes unless $\lambda_k=m$. Hence $H\psi=m\psi$, and $m$ is the lowest eigenvalue.

**The energy bracket.** Use $\psi_2$ as a trial state at $Z_1$, and $\psi_1$ as a trial state at $Z_2$:

$$E_1\le T_2-Z_1W_2=E_2+(Z_2-Z_1)W_2,$$
$$E_2\le T_1-Z_2W_1=E_1-(Z_2-Z_1)W_1 .$$

Together these give

$$(Z_2-Z_1)W_1\le E_1-E_2\le(Z_2-Z_1)W_2 ,$$

and division by $Z_2-Z_1>0$ leaves $W_1\le W_2$.

**The kinetic energy.** The first trial inequality reads $T_1-Z_1W_1\le T_2-Z_1W_2$, so

$$T_2-T_1\ge Z_1(W_2-W_1)\ge 0 .$$

The choice of inequality matters here. The one at $Z_2$ rearranges to $T_2-T_1\le Z_2(W_2-W_1)$, an upper bound, which says nothing about growth. The sign of $Z_1$ matters too: if $Z_1<0=Z_2$ were allowed, $\psi_2$ would minimise $\langle T\rangle$, which could then fall.

**Equality.** If $W_1=W_2$, the two bounds on $T_2-T_1$ are both zero, so $T_1=T_2$. The states then have the same energy expectation at every $Z$. Thus $\psi_1$ reaches the minimum at $Z_2$ and $\psi_2$ reaches it at $Z_1$, and minimisers are ground states. A basis of a single function always gives this case.

**Strict growth.** Suppose $W_1=W_2$. Then $\psi_1$ is an eigenvector of both Hamiltonians, with eigenvalues $E_1$ and $E_2$, and subtracting the two equations gives

$$(Z_2-Z_1)\,W\psi_1=(E_1-E_2)\,\psi_1 .$$

So if $\psi_1$ is not an eigenvector of $W$, then $W_1<W_2$. If also $Z_1>0$, then $T_2-T_1\ge Z_1(W_2-W_1)>0$.

## Gold and mercury with one electron

In a calculation with Gaussian functions centred on the nucleus, the overlap matrix $S$ and the raw matrices of $T$ and $1/r$ are computed once. Multiplying the raw matrices by $S^{-1/2}$ on both sides gives the $T$ and $W$ used here. One then diagonalises $T-79\,W$ and $T-80\,W$ and evaluates $c^\dagger Wc$ for the lowest normalised eigenvector $c$ of each. The drop in energy from $Z=79$ to $Z=80$ must lie between the two values of $\langle W\rangle$. In the non-relativistic complete-basis limit these are $79$ and $80$, and the drop is $(80^2-79^2)/2=79.5$ hartree. If the exponents are changed from one element to the next, $T$ and $W$ change with $Z$, and the theorem for fixed matrices does not apply as it stands.

For heavy-element trends, the result describes the contraction of a one-electron ion in a fixed finite basis, with any Hermitian kinetic matrix that does not depend on $Z$; the relativistic square-root kinetic energy qualifies. It does not compare relativistic with non-relativistic orbitals at the same charge. It does not apply to the electronic ground state of a Dirac matrix, which lies above the negative-energy levels and so is not the lowest eigenvector. Nor does it apply to Kohn–Sham orbitals, whose effective potential changes with the density. Finally, a larger $\langle 1/r\rangle$ does not by itself imply a smaller $\langle r\rangle$.

## The definitions in Lean

The finite type `n` labels the basis functions. A state is a function `n → ℂ`, and an observable is a complex square matrix indexed by `n`.

```lean
import Mathlib

open Matrix
open scoped ComplexOrder

namespace NuclearChargeContraction

variable {n : Type*} [Fintype n] [DecidableEq n]
```

The expression `star ψ ⬝ᵥ A *ᵥ ψ` is $\psi^\dagger A\psi$, and `expect` takes its real part.

```lean
/-- The real part of `ψ† A ψ`. For Hermitian `A` and normalised `ψ` this is the expectation value of
`A` in the state `ψ`. -/
def expect (A : Matrix n n ℂ) (ψ : n → ℂ) : ℝ := (star ψ ⬝ᵥ A *ᵥ ψ).re
```

The charge is a real number, so fractional values are allowed. Nothing in the definition makes `W` an inverse radius: the theorems use only that `T` and `W` are Hermitian, and the physical reading is supplied by the choice of matrices.

```lean
/-- The Hamiltonian `T - Z W` of an electron at nuclear charge `Z`, with `T` the kinetic energy
and `W` the inverse radius in a fixed orthonormal basis. -/
def hamiltonian (T W : Matrix n n ℂ) (Z : ℝ) : Matrix n n ℂ := T - (Z : ℂ) • W
```

The predicate `IsGroundState` contains the normalisation, the eigenvalue equation with a real `E`, and the condition that `E` lies at or below every real eigenvalue. For a Hermitian matrix these are all the eigenvalues. The variational property is not part of the definition and has to be proved.

```lean
/-- A ground state of `H` is a normalised eigenvector whose eigenvalue is the lowest among
the real eigenvalues of `H`. -/
def IsGroundState (H : Matrix n n ℂ) (ψ : n → ℂ) : Prop :=
  star ψ ⬝ᵥ ψ = 1 ∧ ∃ E : ℝ, H *ᵥ ψ = (E : ℂ) • ψ ∧
    ∀ (μ : ℝ) (φ : n → ℂ), star φ ⬝ᵥ φ = 1 → H *ᵥ φ = (μ : ℂ) • φ → E ≤ μ
```

## From eigenvalues to the variational principle

Two short identities come first. In a normalised eigenvector the expectation value equals the eigenvalue.

```lean
omit [DecidableEq n] in
/-- In a normalised eigenvector the expectation value is the eigenvalue. -/
theorem expect_eigenvector {H : Matrix n n ℂ} {φ : n → ℂ} {μ : ℝ}
    (hφ : star φ ⬝ᵥ φ = 1) (h : H *ᵥ φ = (μ : ℂ) • φ) : expect H φ = μ := by
  rw [expect, h, dotProduct_smul, hφ]
  simp
```

The energy splits as $\langle H(Z)\rangle_\psi=\langle T\rangle_\psi-Z\langle W\rangle_\psi$, which later turns each variational inequality into a linear inequality between real numbers.

```lean
omit [DecidableEq n] in
/-- The energy at nuclear charge `Z` is the kinetic energy minus `Z` times the mean inverse
radius. -/
theorem expect_hamiltonian (T W : Matrix n n ℂ) (Z : ℝ) (ψ : n → ℂ) :
    expect (hamiltonian T W Z) ψ = expect T ψ - Z * expect W ψ := by
  simp only [expect, hamiltonian, Matrix.sub_mulVec, Matrix.smul_mulVec, dotProduct_sub,
    dotProduct_smul, smul_eq_mul, Complex.sub_re, Complex.re_ofReal_mul]
```

The next lemma carries the spectral content. It says that $H-E$ is positive semidefinite when no eigenvalue of $H$ lies below $E$. The proof takes the eigenbasis of the shifted matrix $H-E$. A basis vector with shifted eigenvalue $\alpha$ satisfies $Hu=(E+\alpha)u$, so the hypothesis `hE` gives $E\le E+\alpha$, that is, $\alpha\ge0$. Here `hu` supplies the normalisation and `hv` the eigenvalue equation.

```lean
/-- If no eigenvalue of a Hermitian `H` lies below `E`, then `H - E` is positive semidefinite. -/
theorem shift_posSemidef {H : Matrix n n ℂ} (hH : H.IsHermitian) {E : ℝ}
    (hE : ∀ (μ : ℝ) (φ : n → ℂ), star φ ⬝ᵥ φ = 1 → H *ᵥ φ = (μ : ℂ) • φ → E ≤ μ) :
    (H - (E : ℂ) • (1 : Matrix n n ℂ)).PosSemidef := by
  have h1 : ((E : ℂ) • (1 : Matrix n n ℂ)).IsHermitian := by
    simp [Matrix.IsHermitian, Matrix.conjTranspose_smul]
  have hA := hH.sub h1
  rw [hA.posSemidef_iff_eigenvalues_nonneg]
  intro i
  -- each vector of the eigenbasis is normalised and is an eigenvector of `H` itself
  have hu : star (hA.eigenvectorBasis i).ofLp ⬝ᵥ (hA.eigenvectorBasis i).ofLp = 1 := by
    have h := inner_self_eq_norm_sq_to_K (𝕜 := ℂ) (hA.eigenvectorBasis i)
    rw [EuclideanSpace.inner_eq_star_dotProduct, hA.eigenvectorBasis.orthonormal.1 i,
      dotProduct_comm] at h
    exact h.trans (by simp)
  have hv : (H - (E : ℂ) • (1 : Matrix n n ℂ)) *ᵥ (hA.eigenvectorBasis i).ofLp
      = hA.eigenvalues i • (hA.eigenvectorBasis i).ofLp := hA.mulVec_eigenvectorBasis i
  rw [Matrix.sub_mulVec, Matrix.smul_mulVec, Matrix.one_mulVec] at hv
  have hle := hE (E + hA.eigenvalues i) _ hu (by
    rw [sub_eq_iff_eq_add.mp hv]
    ext j
    simp only [Pi.add_apply, Pi.smul_apply, Complex.real_smul, smul_eq_mul, Complex.ofReal_add]
    ring)
  change (0 : ℝ) ≤ hA.eigenvalues i
  linarith
```

The Rayleigh–Ritz principle is stated as an equivalence, because both directions are needed. From left to right, positivity of $H-E$ is evaluated in an arbitrary unit vector `φ`. From right to left, `hlow` shows that the minimum lies at or below every eigenvalue, and `hz` shows that the shifted quadratic form vanishes at `ψ`. The Mathlib lemma `dotProduct_mulVec_zero_iff` then places `ψ` in the kernel of the shifted matrix. This replaces the argument above about the coefficients $c_k$.

```lean
/-- Rayleigh-Ritz principle: the ground states of a Hermitian `H` are exactly the normalised
states of least energy. -/
theorem rayleigh_ritz {H : Matrix n n ℂ} (hH : H.IsHermitian) (ψ : n → ℂ) :
    IsGroundState H ψ ↔
      star ψ ⬝ᵥ ψ = 1 ∧ ∀ φ : n → ℂ, star φ ⬝ᵥ φ = 1 → expect H ψ ≤ expect H φ := by
  constructor
  · rintro ⟨hu, E, hE, hmin⟩
    refine ⟨hu, fun φ hφ => ?_⟩
    have hp := (shift_posSemidef hH hmin).dotProduct_mulVec_nonneg φ
    rw [Matrix.sub_mulVec, Matrix.smul_mulVec, Matrix.one_mulVec, dotProduct_sub,
      dotProduct_smul, hφ] at hp
    have hr := (Complex.le_def.mp hp).1
    simp only [Complex.zero_re, Complex.sub_re, smul_eq_mul, mul_one, Complex.ofReal_re] at hr
    rw [expect_eigenvector hu hE]
    unfold expect
    linarith
  · rintro ⟨hu, hmin⟩
    have hlow : ∀ (μ : ℝ) (φ : n → ℂ), star φ ⬝ᵥ φ = 1 → H *ᵥ φ = (μ : ℂ) • φ →
        expect H ψ ≤ μ := fun μ φ hφ h => (hmin φ hφ).trans_eq (expect_eigenvector hφ h)
    have hp := shift_posSemidef hH hlow
    -- a zero of a positive semidefinite form lies in the kernel
    have hz : star ψ ⬝ᵥ (H - (expect H ψ : ℂ) • (1 : Matrix n n ℂ)) *ᵥ ψ = 0 := by
      apply Complex.ext
      · rw [Matrix.sub_mulVec, Matrix.smul_mulVec, Matrix.one_mulVec, dotProduct_sub,
          dotProduct_smul, hu]
        simp [expect]
      · exact (Complex.le_def.mp (hp.dotProduct_mulVec_nonneg ψ)).2.symm
    have hk := (hp.dotProduct_mulVec_zero_iff ψ).mp hz
    rw [Matrix.sub_mulVec, Matrix.smul_mulVec, Matrix.one_mulVec, sub_eq_zero] at hk
    exact ⟨hu, _, hk, hlow⟩
```

The principle applies at both charges because the Hamiltonian is Hermitian for every real `Z`.

```lean
omit [Fintype n] [DecidableEq n] in
/-- For Hermitian `T` and `W` the Hamiltonian is Hermitian at every real nuclear charge. -/
theorem hamiltonian_isHermitian {T W : Matrix n n ℂ} (hT : T.IsHermitian) (hW : W.IsHermitian)
    (Z : ℝ) : (hamiltonian T W Z).IsHermitian := by
  have h : ((Z : ℂ) • W).IsHermitian := by
    simp [Matrix.IsHermitian, Matrix.conjTranspose_smul, hW.eq]
  exact hT.sub h
```

## Bracket, contraction and strict contraction

The bracket is stated with `expect (hamiltonian T W Z₁) ψ₁` in the role of $E_1$, and likewise for $E_2$. In the proof, `a` is the trial inequality at $Z_1$ and `b` the one at $Z_2$. After the energies have been expanded, `linarith` does the rearrangement. No order or sign of the charges is assumed.

```lean
variable {T W : Matrix n n ℂ} {Z₁ Z₂ : ℝ} {ψ₁ ψ₂ : n → ℂ}

/-- For Hermitian `T` and `W`, the drop in ground-state energy from `Z₁` to `Z₂` is at least
`Z₂ - Z₁` times the mean inverse radius in the ground state at `Z₁`, and at most `Z₂ - Z₁` times
that in the ground state at `Z₂`. -/
theorem energy_difference_bounds (hT : T.IsHermitian) (hW : W.IsHermitian)
    (h₁ : IsGroundState (hamiltonian T W Z₁) ψ₁) (h₂ : IsGroundState (hamiltonian T W Z₂) ψ₂) :
    (Z₂ - Z₁) * expect W ψ₁ ≤
        expect (hamiltonian T W Z₁) ψ₁ - expect (hamiltonian T W Z₂) ψ₂ ∧
      expect (hamiltonian T W Z₁) ψ₁ - expect (hamiltonian T W Z₂) ψ₂ ≤
        (Z₂ - Z₁) * expect W ψ₂ := by
  -- each ground state serves as trial state for the other charge
  have a := ((rayleigh_ritz (hamiltonian_isHermitian hT hW Z₁) ψ₁).mp h₁).2 ψ₂ h₂.1
  have b := ((rayleigh_ritz (hamiltonian_isHermitian hT hW Z₂) ψ₂).mp h₂).2 ψ₁ h₁.1
  simp only [expect_hamiltonian] at a b ⊢
  constructor <;> linarith
```

The main theorem has three conclusions: growth of $\langle W\rangle$, growth of $\langle T\rangle$, and the implication for equal $\langle W\rangle$. The first, `hw`, chains the two sides of the bracket and cancels the positive factor $Z_2-Z_1$. The second combines `a` with `hm`, which is $Z_1W_1\le Z_1W_2$; this is where `h0` is used. For the third, `ht` is $T_1=T_2$, and `e` states that the two energy expectations agree at every charge. The right-to-left direction of `rayleigh_ritz` then turns the two minimisers into ground states.

```lean
/-- Contraction with nuclear charge: for Hermitian `T` and `W` and `0 ≤ Z₁ < Z₂`, the mean
inverse radius and the kinetic energy are no smaller in the ground state at `Z₂`. If the mean
inverse radii agree, each state is also a ground state at the other charge. -/
theorem contraction (hT : T.IsHermitian) (hW : W.IsHermitian) (h0 : 0 ≤ Z₁) (hZ : Z₁ < Z₂)
    (h₁ : IsGroundState (hamiltonian T W Z₁) ψ₁) (h₂ : IsGroundState (hamiltonian T W Z₂) ψ₂) :
    expect W ψ₁ ≤ expect W ψ₂ ∧ expect T ψ₁ ≤ expect T ψ₂ ∧
      (expect W ψ₁ = expect W ψ₂ →
        IsGroundState (hamiltonian T W Z₂) ψ₁ ∧ IsGroundState (hamiltonian T W Z₁) ψ₂) := by
  have hb := energy_difference_bounds hT hW h₁ h₂
  have hw : expect W ψ₁ ≤ expect W ψ₂ :=
    le_of_mul_le_mul_left (hb.1.trans hb.2) (sub_pos.mpr hZ)
  have r₁ := (rayleigh_ritz (hamiltonian_isHermitian hT hW Z₁) ψ₁).mp h₁
  have r₂ := (rayleigh_ritz (hamiltonian_isHermitian hT hW Z₂) ψ₂).mp h₂
  have a := r₁.2 ψ₂ h₂.1
  have b := r₂.2 ψ₁ h₁.1
  rw [expect_hamiltonian, expect_hamiltonian] at a b
  have hm := mul_le_mul_of_nonneg_left hw h0
  refine ⟨hw, by linarith, fun he => ?_⟩
  -- equal inverse radii force equal kinetic energies, so the energies agree at both charges
  rw [he] at a b
  have ht : expect T ψ₁ = expect T ψ₂ := by linarith
  have e : ∀ Z, expect (hamiltonian T W Z) ψ₁ = expect (hamiltonian T W Z) ψ₂ := fun Z => by
    rw [expect_hamiltonian, expect_hamiltonian, he, ht]
  exact ⟨(rayleigh_ritz (hamiltonian_isHermitian hT hW Z₂) ψ₁).mpr
      ⟨h₁.1, fun φ hφ => (e Z₂).trans_le (r₂.2 φ hφ)⟩,
    (rayleigh_ritz (hamiltonian_isHermitian hT hW Z₁) ψ₂).mpr
      ⟨h₂.1, fun φ hφ => (e Z₁).symm.trans_le (r₁.2 φ hφ)⟩⟩
```

The strict version assumes in `hne` that `ψ₁` is not an eigenvector of `W` for any complex number `w`. Physically, the ground state at $Z_1$ has a spread of values of the inverse radius, as represented in the basis. The proof supposes equal $\langle W\rangle$, takes the two eigenvalue equations for `ψ₁`, and subtracts them component by component with `linear_combination a - b`. This produces the eigenvalue $(E_1-E_2)/(Z_2-Z_1)$ of `W`, against `hne`. The strict growth of $\langle T\rangle$ follows from the trial inequality at $Z_1>0$. At $Z_1=0$ it can fail. A purely algebraic example is $T=0$, which is not a physical kinetic-energy matrix: every unit vector is then a ground state at $Z_1=0$, and the kinetic energy stays at zero however much $\langle W\rangle$ grows.

The condition `hne` is sufficient but not necessary. For $T=W=\operatorname{diag}(0,1)$ the ground state at $Z_1=\tfrac12$ is the first basis vector, an eigenvector of $W$, while at $Z_2=2$ it is the second, and both expectation values jump from $0$ to $1$. This example too is only algebraic, since in a basis of square-integrable functions, real or complex, the matrices of the kinetic energy and of $1/r$ are positive definite.

```lean
/-- Strict contraction: for Hermitian `T` and `W` and `0 < Z₁ < Z₂`, if the ground state at `Z₁`
is not an eigenvector of the inverse radius, then the mean inverse radius and the kinetic energy
are both strictly larger in the ground state at `Z₂`. -/
theorem strict_contraction (hT : T.IsHermitian) (hW : W.IsHermitian) (h0 : 0 < Z₁)
    (hZ : Z₁ < Z₂) (h₁ : IsGroundState (hamiltonian T W Z₁) ψ₁)
    (h₂ : IsGroundState (hamiltonian T W Z₂) ψ₂) (hne : ∀ w : ℂ, W *ᵥ ψ₁ ≠ w • ψ₁) :
    expect W ψ₁ < expect W ψ₂ ∧ expect T ψ₁ < expect T ψ₂ := by
  obtain ⟨hw, -, heq⟩ := contraction hT hW h0.le hZ h₁ h₂
  have hlt : expect W ψ₁ < expect W ψ₂ := by
    refine lt_of_le_of_ne hw fun he => ?_
    -- subtracting the two eigenvalue equations for `ψ₁` isolates `W`
    obtain ⟨-, E₁, hE₁, -⟩ := h₁
    obtain ⟨-, E₂, hE₂, -⟩ := (heq he).1
    have hd : (Z₂ : ℂ) - Z₁ ≠ 0 := by
      rw [← Complex.ofReal_sub]
      exact Complex.ofReal_ne_zero.mpr (sub_pos.mpr hZ).ne'
    apply hne (((E₁ : ℂ) - E₂) / ((Z₂ : ℂ) - Z₁))
    ext j
    have a := congrFun hE₁ j
    have b := congrFun hE₂ j
    simp only [hamiltonian, Matrix.sub_mulVec, Matrix.smul_mulVec, Pi.sub_apply, Pi.smul_apply,
      smul_eq_mul] at a b ⊢
    rw [div_mul_eq_mul_div, eq_div_iff hd]
    linear_combination a - b
  have a := ((rayleigh_ritz (hamiltonian_isHermitian hT hW Z₁) ψ₁).mp h₁).2 ψ₂ h₂.1
  rw [expect_hamiltonian, expect_hamiltonian] at a
  have hm := mul_lt_mul_of_pos_left hlt h0
  exact ⟨hlt, by linarith⟩

end NuclearChargeContraction
```

```lean
#print axioms NuclearChargeContraction.contraction
#print axioms NuclearChargeContraction.strict_contraction
```

```
'NuclearChargeContraction.contraction' depends on axioms: [propext, Classical.choice, Quot.sound]
'NuclearChargeContraction.strict_contraction' depends on axioms: [propext, Classical.choice, Quot.sound]
```
